# At nonreal frequency, the physical Lehmann sum of a finite Hermitian matrix solves a Dyson equation

Couple one physical level at energy 0 to one bath level at energy 0 with strength 1. For nonreal z, the physical amplitude u and the bath amplitude b produced by a unit source on the physical level obey

z u − b = 1,  z b − u = 0.

The second equation gives b = u/z. Inserting this into the first leaves an equation for u alone, with an energy-dependent term 1/z:

u = 1/(z − 1/z) = (1/2)/(z − 1) + (1/2)/(z + 1).

The poles ±1 are the eigenvalues of the two-level matrix, and each weight 1/2 is the squared physical component of a normalised eigenvector. The problems below extend this to finitely many levels.

## Matrices, self-energy and spectral sum

The finite types `m` and `n` label orthonormal physical and bath orbitals. A bare z next to a matrix means z times the identity, and † is the conjugate transpose, written `ᴴ` in Lean.

```lean
import Mathlib

open Matrix
open scoped ComplexOrder

namespace DysonUpfolding

noncomputable section

variable {m n ι : Type*} [Fintype m] [DecidableEq m] [Fintype n] [DecidableEq n]
  [Fintype ι] [DecidableEq ι]
```

The physical block h, the bath block D and the coupling C form the upfolded matrix H = [[h, C], [C†, D]], which acts on `m ⊕ n`.

```lean
/-- The upfolded matrix: physical block `h`, bath block `D`, coupling `C`. -/
def upfolded (h : Matrix m m ℂ) (C : Matrix m n ℂ) (D : Matrix n n ℂ) :
    Matrix (m ⊕ n) (m ⊕ n) ℂ :=
  fromBlocks h C Cᴴ D
```

The bath acts on the physical orbitals through the self-energy Σ(z) = C(z − D)⁻¹C†.

```lean
/-- The self-energy `C (z - D)⁻¹ Cᴴ` of the bath, for `z` not an eigenvalue of `D`. -/
def selfEnergy (C : Matrix m n ℂ) (D : Matrix n n ℂ) (z : ℂ) : Matrix m m ℂ :=
  C * (z • (1 : Matrix n n ℂ) - D)⁻¹ * Cᴴ
```

An eigenbasis consists of orthonormal vectors vₖ with H vₖ = Eₖ vₖ. The energies are real by their type, and vectors and components share one index type, so there are as many vectors as dimensions. The existence of such a basis is assumed here, not derived.

```lean
/-- The vectors `v k` are orthonormal eigenvectors of `H` with real eigenvalues `E k`,
as many as the dimension of the space. -/
structure IsEigenbasis (H : Matrix ι ι ℂ) (E : ι → ℝ) (v : ι → ι → ℂ) : Prop where
  orthonormal : ∀ a b, star (v a) ⬝ᵥ v b = if a = b then 1 else 0
  eigen : ∀ k, H *ᵥ v k = (E k : ℂ) • v k
```

The physical part pₖ keeps the components of vₖ on `m`.

```lean
/-- The physical part of a vector of the upfolded space. -/
def physical (x : m ⊕ n → ℂ) : m → ℂ := fun i => x (Sum.inl i)
```

The Lehmann sum is L(z) = ∑ₖ pₖpₖ†/(z − Eₖ). In Lean, `vecMulVec` forms the outer product.

```lean
/-- The Lehmann sum of `p_k p_k^* / (z - E_k)` over the physical parts `p_k` of the vectors
`v k`, for `z` different from every `E_k`. -/
def lehmann (E : m ⊕ n → ℝ) (v : m ⊕ n → m ⊕ n → ℂ) (z : ℂ) : Matrix m m ℂ :=
  ∑ k, (z - E k)⁻¹ • vecMulVec (physical (v k)) (star (physical (v k)))
```

## (a) Nonreal z and a Hermitian matrix

**Task.** For A = A† and Im z ≠ 0, show that

z − A is invertible.

**Solution.** If it were singular, some x ≠ 0 would satisfy Ax = zx. Then

z x†x = x†Ax = (Ax)†x = z* x†x.

Since x†x ≠ 0, z = z*, which contradicts Im z ≠ 0. In the code, a vanishing determinant supplies `x`, and `key` is the displayed chain.

```lean
/-- For a Hermitian matrix `A` and nonreal `z`, the matrix `z - A` is invertible. -/
theorem isUnit_sub_of_isHermitian {A : Matrix ι ι ℂ} (hA : A.IsHermitian) {z : ℂ}
    (hz : z.im ≠ 0) : IsUnit (z • (1 : Matrix ι ι ℂ) - A) := by
  rw [Matrix.isUnit_iff_isUnit_det, isUnit_iff_ne_zero]
  intro h0
  obtain ⟨x, hx, h⟩ := Matrix.exists_mulVec_eq_zero_iff.mpr h0
  have hAx : A *ᵥ x = z • x := by
    rw [Matrix.sub_mulVec, Matrix.smul_mulVec, Matrix.one_mulVec] at h
    exact (sub_eq_zero.mp h).symm
  -- the expectation value of `A` is real
  have key : z * (star x ⬝ᵥ x) = star z * (star x ⬝ᵥ x) := by
    calc z * (star x ⬝ᵥ x) = star x ⬝ᵥ (A *ᵥ x) := by
          rw [hAx, dotProduct_smul, smul_eq_mul]
      _ = star (A *ᵥ x) ⬝ᵥ x := by
          rw [Matrix.star_mulVec, hA.eq, Matrix.dotProduct_mulVec]
      _ = star z * (star x ⬝ᵥ x) := by
          rw [hAx, star_smul, smul_dotProduct, smul_eq_mul]
  have hs : star x ⬝ᵥ x ≠ 0 := fun h => hx (dotProduct_star_self_eq_zero.mp h)
  have h1 : z = star z := mul_right_cancel₀ hs key
  have h2 : z.im = -z.im := congrArg Complex.im h1
  exact hz (by linarith)
```

## (b) Completeness from orthonormality

**Task.** For an eigenbasis, show that

∑ₖ vₖvₖ† = 1.

**Solution.** Let V be the square matrix with columns vₖ. Orthonormality says V†V = 1. A left inverse of a square matrix is also a right inverse, so VV† = 1, and VV† is the required sum. The step from left to right is `mul_eq_one_comm`.

```lean
/-- Completeness: the projectors on the vectors of an eigenbasis sum to the identity. -/
theorem completeness {H : Matrix ι ι ℂ} {E : ι → ℝ} {v : ι → ι → ℂ}
    (hv : IsEigenbasis H E v) : ∑ k, vecMulVec (v k) (star (v k)) = 1 := by
  have h1 : (Matrix.of fun i k => v k i)ᴴ * (Matrix.of fun i k => v k i) = 1 := by
    ext a b
    simpa [Matrix.mul_apply, dotProduct, Matrix.one_apply] using hv.orthonormal a b
  -- a left inverse of a square matrix is a right inverse
  rw [← mul_eq_one_comm.mp h1]
  ext i j
  simp [Matrix.sum_apply, Matrix.mul_apply, vecMulVec_apply]
```

## (c) The full resolvent

**Task.** For nonreal z, show that

(z − H) ∑ₖ vₖvₖ†/(z − Eₖ) = 1.

**Solution.** Since (z − H)vₖ = (z − Eₖ)vₖ, the factor z − H cancels the denominator in each term, which is nonzero because Eₖ is real. What remains is ∑ₖ vₖvₖ† = 1 by (b). Here `hk` is the action on the vector, `hp` the action on the outer product, and `hne` the nonzero denominator.

```lean
/-- Spectral form of the resolvent: for nonreal `z`, the sum of `v_k v_k^* / (z - E_k)` over an
eigenbasis of `H` inverts `z - H`. -/
theorem resolvent_spectral {H : Matrix ι ι ℂ} {E : ι → ℝ} {v : ι → ι → ℂ}
    (hv : IsEigenbasis H E v) {z : ℂ} (hz : z.im ≠ 0) :
    (z • (1 : Matrix ι ι ℂ) - H) *
      ∑ k, (z - E k)⁻¹ • vecMulVec (v k) (star (v k)) = 1 := by
  rw [Finset.mul_sum]
  refine (Finset.sum_congr rfl fun k _ => ?_).trans (completeness hv)
  have hne : z - E k ≠ 0 := fun h => hz (by simpa using congrArg Complex.im h)
  have hk : (z • (1 : Matrix ι ι ℂ) - H) *ᵥ v k = (z - E k) • v k := by
    rw [Matrix.sub_mulVec, Matrix.smul_mulVec, Matrix.one_mulVec, hv.eigen, sub_smul]
  have hp : (z • (1 : Matrix ι ι ℂ) - H) * vecMulVec (v k) (star (v k))
      = (z - E k) • vecMulVec (v k) (star (v k)) := by
    ext i j
    have e := congrFun hk i
    simp only [Matrix.mulVec, dotProduct, Pi.smul_apply, smul_eq_mul] at e
    simp only [Matrix.mul_apply, vecMulVec_apply, Matrix.smul_apply, smul_eq_mul]
    rw [← mul_assoc, ← e, Finset.sum_mul]
    exact Finset.sum_congr rfl fun x _ => by ring
  rw [Matrix.mul_smul, hp, smul_smul, inv_mul_cancel₀ hne, one_smul]
```

## (d) Eliminating the bath

**Task.** Let z − D be invertible and (z − H)G = 1. Write P for the physical block of G and show that

(z − h − Σ(z)) P = 1.

**Solution.** Let B be the block of G below P. The first block column of (z − H)G = 1 reads

(z − h)P − CB = 1,  −C†P + (z − D)B = 0.

The second equation gives B = (z − D)⁻¹C†P, and substitution into the first gives the claim. These equations are `e11` and `e21`, and `e'` is the solution for B. Neither h nor D needs to be Hermitian here.

```lean
/-- Elimination of the bath: if `z - D` is invertible and `G` inverts `z` minus the upfolded
matrix, then the physical block of `G` inverts `z - h - Σ(z)`. -/
theorem downfold {h : Matrix m m ℂ} {C : Matrix m n ℂ} {D : Matrix n n ℂ} {z : ℂ}
    (hD : IsUnit (z • (1 : Matrix n n ℂ) - D)) {G : Matrix (m ⊕ n) (m ⊕ n) ℂ}
    (hG : (z • (1 : Matrix (m ⊕ n) (m ⊕ n) ℂ) - upfolded h C D) * G = 1) :
    (z • (1 : Matrix m m ℂ) - h - selfEnergy C D z) * G.toBlocks₁₁ = 1 := by
  have hb : z • (1 : Matrix (m ⊕ n) (m ⊕ n) ℂ) - upfolded h C D
      = fromBlocks (z • 1 - h) (-C) (-Cᴴ) (z • 1 - D) := by
    ext (i | i) (j | j) <;> simp [upfolded, Matrix.one_apply]
  rw [hb, ← fromBlocks_toBlocks G, fromBlocks_multiply, ← fromBlocks_one,
    fromBlocks_inj] at hG
  obtain ⟨e11, -, e21, -⟩ := hG
  -- the bath row expresses the lower block through the physical one
  have e : (z • (1 : Matrix n n ℂ) - D) * G.toBlocks₂₁ = Cᴴ * G.toBlocks₁₁ := by
    rw [Matrix.neg_mul, neg_add_eq_zero] at e21
    exact e21.symm
  have e' : G.toBlocks₂₁ = (z • (1 : Matrix n n ℂ) - D)⁻¹ * (Cᴴ * G.toBlocks₁₁) := by
    rw [← e, ← Matrix.mul_assoc,
      Matrix.nonsing_inv_mul _ ((Matrix.isUnit_iff_isUnit_det _).mp hD), Matrix.one_mul]
  rw [e', Matrix.neg_mul, ← sub_eq_add_neg] at e11
  rw [Matrix.sub_mul, selfEnergy, Matrix.mul_assoc, Matrix.mul_assoc]
  exact e11
```

## (e) The inverse as a Lehmann sum

**Task.** For Hermitian H with an eigenbasis and nonreal z, show that z − D and z − h − Σ(z) are invertible and that

(z − h − Σ(z))⁻¹ = L(z).

**Solution.** D is a diagonal block of a Hermitian matrix, hence Hermitian, so (a) makes z − D invertible. Use the sum in (c) as G in (d). The physical block of vₖvₖ† is pₖpₖ†, so P = L(z), which is `hL` in the code. A one-sided inverse of a square matrix is two-sided, which gives both the invertibility and the formula. Lean assigns a singular matrix the inverse zero, so the two `IsUnit` statements ensure that the inverses are genuine.

```lean
/-- Upfolding: for a Hermitian upfolded matrix with eigenbasis `v`, and nonreal `z`, the matrices
`z - D` and `z - h - Σ(z)` are invertible, and the inverse of the latter is the Lehmann sum. -/
theorem inverse_eq_lehmann {h : Matrix m m ℂ} {C : Matrix m n ℂ} {D : Matrix n n ℂ}
    {E : m ⊕ n → ℝ} {v : m ⊕ n → m ⊕ n → ℂ} (hH : (upfolded h C D).IsHermitian)
    (hv : IsEigenbasis (upfolded h C D) E v) {z : ℂ} (hz : z.im ≠ 0) :
    IsUnit (z • (1 : Matrix n n ℂ) - D) ∧
      IsUnit (z • (1 : Matrix m m ℂ) - h - selfEnergy C D z) ∧
      (z • (1 : Matrix m m ℂ) - h - selfEnergy C D z)⁻¹ = lehmann E v z := by
  have hDh : D.IsHermitian :=
    Matrix.IsHermitian.ext fun i j => hH.apply (Sum.inr i) (Sum.inr j)
  have hD := isUnit_sub_of_isHermitian hDh hz
  have hG := downfold hD (resolvent_spectral hv hz)
  have hL : (∑ k, (z - E k)⁻¹ • vecMulVec (v k) (star (v k))).toBlocks₁₁
      = lehmann E v z := by
    ext i j
    simp [lehmann, physical, toBlocks₁₁, Matrix.sum_apply, vecMulVec_apply]
  rw [hL] at hG
  exact ⟨hD, ⟨⟨_, _, hG, mul_eq_one_comm.mp hG⟩, rfl⟩, Matrix.inv_eq_right_inv hG⟩
```

## (f) The Dyson equation

**Task.** With g = (z − h)⁻¹, and under the assumptions of (e), show that

L(z) = g + g Σ(z) L(z).

**Solution.** Part (e) gives (z − h)L = 1 + ΣL. The block h is Hermitian, so g exists by (a), and multiplication by g from the left finishes the proof. In the code these are `h1` and `h2`.

In electronic structure, this lets a fixed self-energy with finitely many poles, if it has the form C(z − D)⁻¹C† with Hermitian D, be treated by one energy-independent diagonalisation. The self-energy is given here, not computed from an interaction or updated self-consistently.

```lean
/-- Dyson equation: for a Hermitian upfolded matrix with eigenbasis `v`, and nonreal `z`, the
Lehmann sum `G` satisfies `G = g + g Σ(z) G` with `g = (z - h)⁻¹`. -/
theorem lehmann_dyson {h : Matrix m m ℂ} {C : Matrix m n ℂ} {D : Matrix n n ℂ}
    {E : m ⊕ n → ℝ} {v : m ⊕ n → m ⊕ n → ℂ} (hH : (upfolded h C D).IsHermitian)
    (hv : IsEigenbasis (upfolded h C D) E v) {z : ℂ} (hz : z.im ≠ 0) :
    lehmann E v z = (z • (1 : Matrix m m ℂ) - h)⁻¹
      + (z • (1 : Matrix m m ℂ) - h)⁻¹ * selfEnergy C D z * lehmann E v z := by
  have hh : h.IsHermitian :=
    Matrix.IsHermitian.ext fun i j => hH.apply (Sum.inl i) (Sum.inl j)
  have hu := (Matrix.isUnit_iff_isUnit_det _).mp (isUnit_sub_of_isHermitian hh hz)
  obtain ⟨-, hU, hinv⟩ := inverse_eq_lehmann hH hv hz
  have h1 := Matrix.mul_nonsing_inv _ ((Matrix.isUnit_iff_isUnit_det _).mp hU)
  rw [hinv, Matrix.sub_mul, sub_eq_iff_eq_add] at h1
  -- multiply `(z - h) G = 1 + Σ G` by `g` from the left
  have h2 := congrArg (fun X => (z • (1 : Matrix m m ℂ) - h)⁻¹ * X) h1
  simp only [← Matrix.mul_assoc, Matrix.mul_add, Matrix.mul_one] at h2
  rwa [Matrix.nonsing_inv_mul _ hu, Matrix.one_mul] at h2
```

## (g) Total physical weight

**Task.** Show that

∑ₖ pₖpₖ† = 1.

**Solution.** Take the physical block of (b). The diagonal entries say that the spectral weight of each physical orbital adds up to one.

```lean
/-- Sum rule: the physical weights `p_k p_k^*` of an eigenbasis sum to the identity. -/
theorem weight_sum_rule {H : Matrix (m ⊕ n) (m ⊕ n) ℂ} {E : m ⊕ n → ℝ}
    {v : m ⊕ n → m ⊕ n → ℂ} (hv : IsEigenbasis H E v) :
    ∑ k, vecMulVec (physical (v k)) (star (physical (v k))) = 1 := by
  ext i j
  have e := congrFun (congrFun (completeness hv) (Sum.inl i)) (Sum.inl j)
  simpa [physical, Matrix.sum_apply, vecMulVec_apply, Matrix.one_apply] using e
```

## (h) The energy-dependent eigenvalue problem

**Task.** Let e be complex with e − D invertible. Show that H(p, q) = e(p, q) holds exactly when

(h + Σ(e))p = e p and q = (e − D)⁻¹C†p.

**Solution.** The two block rows are

hp + Cq = e p,  C†p + Dq = e q.

The second is equivalent to the stated formula for q. With that q, Cq = Σ(e)p, so the first row becomes the stated equation for p. Every step reverses. The code splits the rows in `hrows`, solves the bath row in `hbath` and identifies Cq in `hS`.

```lean
omit [DecidableEq m] in
/-- If `e - D` is invertible, `(p, q)` solves the upfolded eigenvalue equation at `e` exactly when
`(h + Σ(e)) p = e p` and `q = (e - D)⁻¹ Cᴴ p`. -/
theorem eigen_iff_quasiparticle {h : Matrix m m ℂ} {C : Matrix m n ℂ} {D : Matrix n n ℂ}
    {e : ℂ} (hD : IsUnit (e • (1 : Matrix n n ℂ) - D)) (p : m → ℂ) (q : n → ℂ) :
    upfolded h C D *ᵥ Sum.elim p q = e • Sum.elim p q ↔
      (h + selfEnergy C D e) *ᵥ p = e • p ∧
        q = (e • (1 : Matrix n n ℂ) - D)⁻¹ *ᵥ (Cᴴ *ᵥ p) := by
  have hd := (Matrix.isUnit_iff_isUnit_det _).mp hD
  have hrows : upfolded h C D *ᵥ Sum.elim p q = e • Sum.elim p q ↔
      h *ᵥ p + C *ᵥ q = e • p ∧ Cᴴ *ᵥ p + D *ᵥ q = e • q := by
    rw [upfolded, fromBlocks_mulVec, Sum.elim_comp_inl, Sum.elim_comp_inr]
    constructor
    · intro H
      exact ⟨funext fun i => congrFun H (Sum.inl i), funext fun i => congrFun H (Sum.inr i)⟩
    · rintro ⟨a, b⟩
      funext i
      rcases i with i | i
      · exact congrFun a i
      · exact congrFun b i
  -- the bath row fixes `q`
  have hbath : Cᴴ *ᵥ p + D *ᵥ q = e • q ↔
      q = (e • (1 : Matrix n n ℂ) - D)⁻¹ *ᵥ (Cᴴ *ᵥ p) := by
    have hs : (e • (1 : Matrix n n ℂ) - D) *ᵥ q = e • q - D *ᵥ q := by
      rw [Matrix.sub_mulVec, Matrix.smul_mulVec, Matrix.one_mulVec]
    constructor
    · intro b
      rw [eq_sub_of_add_eq b, ← hs, Matrix.mulVec_mulVec, Matrix.nonsing_inv_mul _ hd,
        Matrix.one_mulVec]
    · intro b
      have b' : (e • (1 : Matrix n n ℂ) - D) *ᵥ q = Cᴴ *ᵥ p := by
        rw [b, Matrix.mulVec_mulVec, Matrix.mul_nonsing_inv _ hd, Matrix.one_mulVec]
      rw [← b', hs, sub_add_cancel]
  rw [hrows, hbath]
  refine and_congr_left fun b => ?_
  have hS : selfEnergy C D e *ᵥ p = C *ᵥ q := by
    rw [b, selfEnergy, Matrix.mulVec_mulVec, Matrix.mulVec_mulVec, Matrix.mul_assoc]
  rw [Matrix.add_mulVec, hS]
```

## (i) A coupled two-level example

**Task.** Put a physical level at 9 and a bath level at 16, with coupling 12. Verify that H is Hermitian and that an eigenbasis is

E = 25 with v = (3/5, 4/5),  E = 0 with v = (4/5, −3/5).

**Solution.** H is real and symmetric. It sends the first vector to (15, 20), which is 25 times that vector, and the second to (0, 0). Both have squared norm 9/25 + 16/25 = 1, and their overlap is 12/25 − 12/25 = 0. The assumptions of (e) are therefore met with a nonzero coupling. Lean checks the entries case by case.

```lean
/-- One physical level at 9 and one bath level at 16, coupled by 12, form a Hermitian matrix with
eigenvalues 25 and 0 and eigenvectors (3/5, 4/5) and (4/5, -3/5). -/
theorem upfolded_witness :
    (upfolded (Matrix.of fun _ _ : Fin 1 => (9 : ℂ)) (Matrix.of fun _ _ : Fin 1 => (12 : ℂ))
      (Matrix.of fun _ _ : Fin 1 => (16 : ℂ))).IsHermitian ∧
    IsEigenbasis
      (upfolded (Matrix.of fun _ _ : Fin 1 => (9 : ℂ)) (Matrix.of fun _ _ : Fin 1 => (12 : ℂ))
        (Matrix.of fun _ _ : Fin 1 => (16 : ℂ)))
      (Sum.elim (fun _ => 25) (fun _ => 0))
      (Sum.elim (fun _ => Sum.elim (fun _ => 3 / 5) (fun _ => 4 / 5))
        (fun _ => Sum.elim (fun _ => 4 / 5) (fun _ => -3 / 5))) := by
  refine ⟨Matrix.IsHermitian.ext ?_, ⟨?_, ?_⟩⟩
  · rintro (i | i) (j | j) <;> simp [upfolded]
  · have h3 : (starRingEnd ℂ) 3 = 3 := Complex.conj_eq_iff_im.mpr (by simp)
    have h4 : (starRingEnd ℂ) 4 = 4 := Complex.conj_eq_iff_im.mpr (by simp)
    have h5 : (starRingEnd ℂ) 5 = 5 := Complex.conj_eq_iff_im.mpr (by simp)
    rintro (a | a) (b | b) <;> fin_cases a <;> fin_cases b <;>
      simp [dotProduct, Fintype.sum_sum_type, h3, h4, h5] <;> norm_num
  · rintro (k | k) <;> ext (i | i) <;>
      norm_num [upfolded, Matrix.mulVec, dotProduct, Fintype.sum_sum_type]

end

end DysonUpfolding
```

```lean
#print axioms DysonUpfolding.lehmann_dyson
#print axioms DysonUpfolding.weight_sum_rule
#print axioms DysonUpfolding.eigen_iff_quasiparticle
```

```
'DysonUpfolding.lehmann_dyson' depends on axioms: [propext, Classical.choice, Quot.sound]
'DysonUpfolding.weight_sum_rule' depends on axioms: [propext, Classical.choice, Quot.sound]
'DysonUpfolding.eigen_iff_quasiparticle' depends on axioms: [propext, Classical.choice, Quot.sound]
```
